# A contact attraction with a momentum cutoff binds at every strength in one and two dimensions, but only above a threshold in three

In units with $\hbar^2/2m=1$, for dimension $d\ge 1$, cutoff $L>0$ and $\kappa>0$, let $I_d(\kappa)=\int_0^L \frac{k^{d-1}}{k^2+\kappa^2}\,dk$. A contact attraction of strength $c$ has a bound state of energy $-\kappa^2$ if some radial momentum amplitude $\varphi$, not identically zero on $[0,L]$, satisfies $(k^2+\kappa^2)\,\varphi(k)=c\int_0^L q^{d-1}\varphi(q)\,dq$ for all $k\in[0,L]$.

In Lean 4 with Mathlib:

```lean
import Mathlib

open Real

namespace ContactBinding

noncomputable section

variable {L κ c : ℝ}

/-- The integral `I_d(κ)` of `k^(d-1)/(k² + κ²)` over momenta from `0` to the cutoff `L`,
for dimension `d ≥ 1` and `κ > 0`. -/
def bubble (d : ℕ) (L κ : ℝ) : ℝ := ∫ k in (0 : ℝ)..L, k ^ (d - 1) / (k ^ 2 + κ ^ 2)

/-- A contact attraction of strength `c` with momentum cutoff `L` in dimension `d ≥ 1` has a
rotation-symmetric state of energy `-κ²`, where `κ > 0`: a radial momentum amplitude `φ`, not
identically zero on `[0, L]`, solves the Schrödinger equation there. -/
def HasBoundState (d : ℕ) (c L κ : ℝ) : Prop :=
  ∃ φ : ℝ → ℝ, (∃ k ∈ Set.Icc 0 L, φ k ≠ 0) ∧
    ∀ k ∈ Set.Icc 0 L, (k ^ 2 + κ ^ 2) * φ k = c * ∫ q in (0 : ℝ)..L, q ^ (d - 1) * φ q

/-- For `κ > 0` the integrand `k^m/(k² + κ²)` is continuous in the momentum `k`. -/
theorem continuous_integrand (m : ℕ) (hκ : 0 < κ) :
    Continuous fun k : ℝ => k ^ m / (k ^ 2 + κ ^ 2) :=
  Continuous.div (by fun_prop) (by fun_prop) (fun k => by positivity)

/-- For `L, κ > 0` the Schrödinger equation has a bound state of energy `-κ²` exactly when
`c I_d(κ) = 1`. -/
theorem hasBoundState_iff (d : ℕ) (hL : 0 < L) (hκ : 0 < κ) :
    HasBoundState d c L κ ↔ c * bubble d L κ = 1 := by
  constructor
  · rintro ⟨φ, ⟨k, hk, hφ⟩, h⟩
    obtain ⟨A, hA⟩ : ∃ A, A = ∫ q in (0 : ℝ)..L, q ^ (d - 1) * φ q := ⟨_, rfl⟩
    rw [← hA] at h
    -- insert the solved amplitude into its own integral
    have h1 : ∫ q in (0 : ℝ)..L, q ^ (d - 1) * φ q
        = ∫ q in (0 : ℝ)..L, (c * A) * (q ^ (d - 1) / (q ^ 2 + κ ^ 2)) := by
      apply intervalIntegral.integral_congr
      intro q hq
      rw [Set.uIcc_of_le hL.le] at hq
      have hp : q ^ 2 + κ ^ 2 ≠ 0 := by positivity
      have e : φ q = c * A / (q ^ 2 + κ ^ 2) := by
        rw [eq_div_iff hp]
        linarith [h q hq]
      show q ^ (d - 1) * φ q = c * A * (q ^ (d - 1) / (q ^ 2 + κ ^ 2))
      rw [e]
      ring
    rw [intervalIntegral.integral_const_mul, ← hA] at h1
    change A = c * A * bubble d L κ at h1
    have hA0 : A ≠ 0 := by
      intro h0
      have h2 := h k hk
      have hp : k ^ 2 + κ ^ 2 ≠ 0 := by positivity
      rw [h0, mul_zero] at h2
      exact hφ ((mul_eq_zero.1 h2).resolve_left hp)
    apply mul_right_cancel₀ hA0
    linear_combination (-1 : ℝ) * h1
  · intro h
    refine ⟨fun k => 1 / (k ^ 2 + κ ^ 2), ⟨0, ⟨le_rfl, hL.le⟩, ?_⟩, ?_⟩
    · show (1 : ℝ) / (0 ^ 2 + κ ^ 2) ≠ 0
      positivity
    · intro k _
      have hp : k ^ 2 + κ ^ 2 ≠ 0 := by positivity
      have e : ∫ q in (0 : ℝ)..L, q ^ (d - 1) * (1 / (q ^ 2 + κ ^ 2)) = bubble d L κ := by
        simp only [bubble, mul_one_div]
      show (k ^ 2 + κ ^ 2) * (1 / (k ^ 2 + κ ^ 2))
        = c * ∫ q in (0 : ℝ)..L, q ^ (d - 1) * (1 / (q ^ 2 + κ ^ 2))
      rw [e, h]
      exact mul_one_div_cancel hp

/-- For `L > 0` the integral `I_d(κ)` is strictly decreasing in `κ > 0`. -/
theorem bubble_strictAntiOn (d : ℕ) (hL : 0 < L) :
    StrictAntiOn (bubble d L) (Set.Ioi 0) := by
  intro a ha b hb hab
  have ha' : 0 < a := ha
  have hb' : 0 < b := hb
  have key : ∀ x ∈ Set.Ioc 0 L,
      x ^ (d - 1) / (x ^ 2 + b ^ 2) < x ^ (d - 1) / (x ^ 2 + a ^ 2) := by
    intro x hx
    have hx0 : 0 < x := hx.1
    exact div_lt_div_of_pos_left (by positivity) (by positivity) (by nlinarith)
  exact intervalIntegral.integral_lt_integral_of_continuousOn_of_le_of_exists_lt hL
    (continuous_integrand _ hb').continuousOn (continuous_integrand _ ha').continuousOn
    (fun x hx => (key x hx).le) ⟨L, ⟨hL.le, le_rfl⟩, key L ⟨hL, le_rfl⟩⟩

/-- In one dimension `I_1(κ) = arctan(L/κ)/κ` for `κ > 0`. -/
theorem bubble_one (hκ : 0 < κ) : bubble 1 L κ = arctan (L / κ) / κ := by
  have hd : ∀ k : ℝ, HasDerivAt (fun k => arctan (k / κ) / κ) (k ^ 0 / (k ^ 2 + κ ^ 2)) k := by
    intro k
    have hp : k ^ 2 + κ ^ 2 ≠ 0 := by positivity
    have e : 1 + (k / κ) ^ 2 = (k ^ 2 + κ ^ 2) / κ ^ 2 := by
      rw [add_div, div_self (by positivity : κ ^ 2 ≠ 0)]
      ring
    refine ((((hasDerivAt_id' k).div_const κ).arctan).div_const κ).congr_deriv ?_
    rw [e, pow_zero]
    field_simp
  refine (intervalIntegral.integral_eq_sub_of_hasDerivAt (fun k _ => hd k)
    ((continuous_integrand 0 hκ).intervalIntegrable 0 L)).trans ?_
  simp

/-- In two dimensions `I_2(κ) = log(1 + L²/κ²)/2` for `κ > 0`. -/
theorem bubble_two (hκ : 0 < κ) : bubble 2 L κ = log (1 + L ^ 2 / κ ^ 2) / 2 := by
  have hd : ∀ k : ℝ, HasDerivAt (fun k => log (k ^ 2 + κ ^ 2) / 2)
      (k ^ 1 / (k ^ 2 + κ ^ 2)) k := by
    intro k
    have hp : k ^ 2 + κ ^ 2 ≠ 0 := by positivity
    have h2 : HasDerivAt (fun x : ℝ => x ^ 2 + κ ^ 2) (2 * k) k := by
      simpa using (hasDerivAt_pow 2 k).add_const (κ ^ 2)
    exact ((h2.log hp).div_const 2).congr_deriv (by ring)
  refine (intervalIntegral.integral_eq_sub_of_hasDerivAt (fun k _ => hd k)
    ((continuous_integrand 1 hκ).intervalIntegrable 0 L)).trans ?_
  show log (L ^ 2 + κ ^ 2) / 2 - log (0 ^ 2 + κ ^ 2) / 2 = _
  have e : 1 + L ^ 2 / κ ^ 2 = (L ^ 2 + κ ^ 2) / κ ^ 2 := by
    rw [add_div, div_self (by positivity : κ ^ 2 ≠ 0)]
    ring
  have z : (0 : ℝ) ^ 2 + κ ^ 2 = κ ^ 2 := by ring
  rw [e, log_div (by positivity) (by positivity), z]
  ring

/-- Raising the dimension by two: `I_(n+3)(κ) = L^(n+1)/(n+1) - κ² I_(n+1)(κ)` for `κ > 0`. -/
theorem bubble_add_two (n : ℕ) (hκ : 0 < κ) :
    bubble (n + 3) L κ = L ^ (n + 1) / (n + 1) - κ ^ 2 * bubble (n + 1) L κ := by
  have h : ∫ k in (0 : ℝ)..L, k ^ (n + 2) / (k ^ 2 + κ ^ 2)
      = ∫ k in (0 : ℝ)..L, (k ^ n - κ ^ 2 * (k ^ n / (k ^ 2 + κ ^ 2))) := by
    apply intervalIntegral.integral_congr
    intro k _
    have hp : k ^ 2 + κ ^ 2 ≠ 0 := by positivity
    show k ^ (n + 2) / (k ^ 2 + κ ^ 2) = k ^ n - κ ^ 2 * (k ^ n / (k ^ 2 + κ ^ 2))
    rw [div_eq_iff hp, sub_mul, mul_assoc, div_mul_cancel₀ _ hp]
    ring
  change (∫ k in (0 : ℝ)..L, k ^ (n + 2) / (k ^ 2 + κ ^ 2))
    = L ^ (n + 1) / (n + 1) - κ ^ 2 * ∫ k in (0 : ℝ)..L, k ^ n / (k ^ 2 + κ ^ 2)
  rw [h, intervalIntegral.integral_sub ((continuous_pow n).intervalIntegrable 0 L)
    (((continuous_integrand n hκ).intervalIntegrable 0 L).const_mul (κ ^ 2)),
    intervalIntegral.integral_const_mul, integral_pow, zero_pow (Nat.succ_ne_zero n), sub_zero]

/-- For `L, c > 0`, if `c I_d` reaches at least `1` at some `κ > 0`, then it equals `1` at some
positive value. -/
theorem exists_solution (d : ℕ) (hL : 0 < L) (hc : 0 < c) (hκ : 0 < κ)
    (h : 1 ≤ c * bubble d L κ) : ∃ x, 0 < x ∧ c * bubble d L x = 1 := by
  -- with `κ = exp t` the integral is continuous in `t` on the whole line
  have hf : Continuous (Function.uncurry fun t k : ℝ => k ^ (d - 1) / (k ^ 2 + exp t ^ 2)) := by
    have h0 : Continuous fun p : ℝ × ℝ => p.2 ^ (d - 1) / (p.2 ^ 2 + exp p.1 ^ 2) :=
      Continuous.div (by fun_prop) (by fun_prop) (fun p => by positivity)
    exact h0
  have hcont : Continuous fun t => c * bubble d L (exp t) :=
    continuous_const.mul
      (intervalIntegral.continuous_parametric_intervalIntegral_of_continuous' hf 0 L)
  -- at large `κ` the integral is small
  obtain ⟨K, hKdef⟩ : ∃ K, K = 1 + c * (L ^ (d - 1) * L) := ⟨_, rfl⟩
  have hM : 0 < c * (L ^ (d - 1) * L) := by positivity
  have hK : 0 < K := by linarith
  have hb : bubble d L K ≤ L ^ (d - 1) / K ^ 2 * L := by
    have h1 : bubble d L K ≤ ∫ _k in (0 : ℝ)..L, L ^ (d - 1) / K ^ 2 :=
      intervalIntegral.integral_mono_on hL.le
        ((continuous_integrand _ hK).intervalIntegrable 0 L)
        (continuous_const.intervalIntegrable 0 L)
        (fun k hk => div_le_div₀ (by positivity) (pow_le_pow_left₀ hk.1 hk.2 _)
          (by positivity) (by linarith [sq_nonneg k]))
    rw [intervalIntegral.integral_const, smul_eq_mul] at h1
    linarith
  have hb2 : c * bubble d L K ≤ 1 := by
    calc c * bubble d L K ≤ c * (L ^ (d - 1) / K ^ 2 * L) := mul_le_mul_of_nonneg_left hb hc.le
      _ = c * (L ^ (d - 1) * L) / K ^ 2 := by ring
      _ ≤ 1 := by
        rw [div_le_one (by positivity)]
        nlinarith [sq_nonneg (K - 1)]
  have h1 : c * bubble d L (exp (log K)) ≤ 1 := by rwa [exp_log hK]
  have h2 : 1 ≤ c * bubble d L (exp (log κ)) := by rwa [exp_log hκ]
  obtain ⟨t, ht⟩ := mem_range_of_exists_le_of_exists_ge hcont ⟨log K, h1⟩ ⟨log κ, h2⟩
  exact ⟨exp t, exp_pos t, ht⟩

/-- In dimension `d ≥ 3` with cutoff `L > 0`, the equation `c I_d(κ) = 1` has a solution `κ > 0`
exactly when `c L^(d-2) > d - 2`. -/
theorem threshold {d : ℕ} (hd : 3 ≤ d) (hL : 0 < L) :
    (∃ κ, 0 < κ ∧ c * bubble d L κ = 1) ↔ (d : ℝ) - 2 < c * L ^ (d - 2) := by
  obtain ⟨n, rfl⟩ := Nat.exists_eq_add_of_le' hd
  have e : ((n + 3 : ℕ) : ℝ) - 2 = n + 1 := by
    push_cast
    ring
  rw [e, show n + 3 - 2 = n + 1 from rfl]
  have hn : (0 : ℝ) < n + 1 := by positivity
  have hpos : ∀ m : ℕ, ∀ x : ℝ, 0 < x → 0 < bubble m L x := fun m x hx =>
    intervalIntegral.intervalIntegral_pos_of_pos_on
      ((continuous_integrand _ hx).intervalIntegrable 0 L)
      (fun k hk => by
        have hk0 : 0 < k := hk.1
        positivity) hL
  constructor
  · rintro ⟨κ, hκ, h⟩
    have hc : 0 < c := by
      by_contra hc
      nlinarith [mul_nonneg (neg_nonneg.2 (not_lt.1 hc)) (hpos (n + 3) κ hκ).le]
    have h1 := mul_pos hc (mul_pos (pow_pos hκ 2) (hpos (n + 1) κ hκ))
    rw [bubble_add_two n hκ, mul_sub] at h
    have h2 : 1 < c * (L ^ (n + 1) / (n + 1)) := by linarith
    rwa [← mul_div_assoc, lt_div_iff₀ hn, one_mul] at h2
  · intro h
    have hc : 0 < c := by
      by_contra hc
      nlinarith [mul_nonneg (neg_nonneg.2 (not_lt.1 hc)) (pow_pos hL (n + 1)).le]
    obtain ⟨T, hT⟩ : ∃ T, T = L ^ (n + 1) / ((n : ℝ) + 1) := ⟨_, rfl⟩
    have hcT : 1 < c * T := by rwa [hT, ← mul_div_assoc, lt_div_iff₀ hn, one_mul]
    -- a `κ` so small that the correction to the threshold value is harmless
    obtain ⟨κ, hκdef⟩ : ∃ κ, κ = (c * T - 1) / (2 * c * L ^ n) := ⟨_, rfl⟩
    have hκ : 0 < κ := by
      rw [hκdef]
      exact div_pos (by linarith) (by positivity)
    have hκe : c * (κ * L ^ n * 2) = c * T - 1 := by
      rw [hκdef]
      field_simp
    have hB : bubble (n + 1) L κ ≤ L ^ n * bubble 1 L κ := by
      unfold bubble
      rw [← intervalIntegral.integral_const_mul]
      refine intervalIntegral.integral_mono_on hL.le
        ((continuous_integrand _ hκ).intervalIntegrable 0 L)
        (((continuous_integrand _ hκ).intervalIntegrable 0 L).const_mul _) (fun k hk => ?_)
      have hk0 := hk.1
      have hk1 := hk.2
      show k ^ n / (k ^ 2 + κ ^ 2) ≤ L ^ n * (k ^ 0 / (k ^ 2 + κ ^ 2))
      rw [pow_zero, mul_one_div]
      gcongr
    have h1 : κ * bubble 1 L κ ≤ 2 := by
      have e1 : κ * (arctan (L / κ) / κ) = arctan (L / κ) := by field_simp
      rw [bubble_one hκ, e1]
      linarith [arctan_lt_pi_div_two (L / κ), pi_le_four]
    have h2 : κ ^ 2 * bubble (n + 1) L κ ≤ κ * L ^ n * 2 := by
      calc κ ^ 2 * bubble (n + 1) L κ ≤ κ ^ 2 * (L ^ n * bubble 1 L κ) :=
            mul_le_mul_of_nonneg_left hB (by positivity)
        _ = κ * L ^ n * (κ * bubble 1 L κ) := by ring
        _ ≤ κ * L ^ n * 2 := mul_le_mul_of_nonneg_left h1 (by positivity)
    have h3 := mul_le_mul_of_nonneg_left h2 hc.le
    apply exists_solution (n + 3) hL hc hκ
    rw [bubble_add_two n hκ, ← hT, mul_sub]
    linarith

/-- For `L, c, κ > 0` the two-dimensional equation `c I_2(κ) = 1` holds exactly when
`κ² = L²/(exp(2/c) - 1)`. -/
theorem two_dim_iff (hL : 0 < L) (hc : 0 < c) (hκ : 0 < κ) :
    c * bubble 2 L κ = 1 ↔ κ ^ 2 = L ^ 2 / (exp (2 / c) - 1) := by
  have h2c : 0 < 2 / c := by positivity
  have he : 0 < exp (2 / c) - 1 := by linarith [add_one_le_exp (2 / c)]
  rw [bubble_two hκ]
  constructor
  · intro h
    have hlog : log (1 + L ^ 2 / κ ^ 2) = 2 / c := by
      rw [eq_div_iff hc.ne']
      linarith
    have e : exp (2 / c) = 1 + L ^ 2 / κ ^ 2 := by
      rw [← hlog, exp_log (by positivity)]
    rw [e, add_sub_cancel_left]
    field_simp
  · intro h
    have h1 : κ ^ 2 * (exp (2 / c) - 1) = L ^ 2 := (eq_div_iff he.ne').1 h
    have e : 1 + L ^ 2 / κ ^ 2 = exp (2 / c) := by
      rw [← h1, mul_div_cancel_left₀ _ (by positivity : κ ^ 2 ≠ 0)]
      ring
    rw [e, log_exp]
    field_simp

/-- Contact attraction with cutoff `L > 0`: in one and two dimensions every strength `c > 0` binds,
with `κ² = L²/(exp(2/c) - 1)` in two; in three dimensions there is a bound state with `κ > 0`
exactly when `c L > 1`. For given dimension and strength at most one `κ > 0` occurs. -/
theorem binding_by_dimension (hL : 0 < L) :
    (∀ c, 0 < c → ∃ κ, 0 < κ ∧ HasBoundState 1 c L κ) ∧
    (∀ c, 0 < c → ∃ κ, 0 < κ ∧ HasBoundState 2 c L κ ∧ κ ^ 2 = L ^ 2 / (exp (2 / c) - 1)) ∧
    (∀ c, (∃ κ, 0 < κ ∧ HasBoundState 3 c L κ) ↔ 1 < c * L) ∧
    (∀ d c x y, 0 < x → 0 < y → HasBoundState d c L x → HasBoundState d c L y → x = y) := by
  refine ⟨fun c hc => ?_, fun c hc => ?_, fun c => ?_, fun d c x y hx hy h1 h2 => ?_⟩
  · -- for small `κ` the arctangent exceeds `π/4`
    obtain ⟨κ, hκ, h1, h2⟩ : ∃ κ, 0 < κ ∧ κ ≤ L ∧ κ ≤ c * (π / 4) :=
      ⟨min L (c * (π / 4)), lt_min hL (by positivity), min_le_left _ _, min_le_right _ _⟩
    have ha : π / 4 ≤ arctan (L / κ) := by
      rw [← arctan_one]
      exact arctan_strictMono.monotone ((one_le_div hκ).2 h1)
    have h3 : 1 ≤ c * bubble 1 L κ := by
      rw [bubble_one hκ, ← mul_div_assoc, one_le_div hκ]
      exact h2.trans (mul_le_mul_of_nonneg_left ha hc.le)
    obtain ⟨x, hx, h⟩ := exists_solution 1 hL hc hκ h3
    exact ⟨x, hx, (hasBoundState_iff 1 hL hx).2 h⟩
  · have h2c : 0 < 2 / c := by positivity
    have he : 0 < exp (2 / c) - 1 := by linarith [add_one_le_exp (2 / c)]
    have hq : 0 < L ^ 2 / (exp (2 / c) - 1) := div_pos (by positivity) he
    have hs := sq_sqrt hq.le
    exact ⟨_, sqrt_pos.2 hq, (hasBoundState_iff 2 hL (sqrt_pos.2 hq)).2
      ((two_dim_iff hL hc (sqrt_pos.2 hq)).2 hs), hs⟩
  · have h := threshold (c := c) (le_refl 3) hL
    have e : ((3 : ℕ) : ℝ) - 2 = 1 := by norm_num
    rw [e, show 3 - 2 = 1 from rfl, pow_one] at h
    rw [← h]
    exact exists_congr fun κ => and_congr_right fun hκ => hasBoundState_iff 3 hL hκ
  · rw [hasBoundState_iff d hL hx] at h1
    rw [hasBoundState_iff d hL hy] at h2
    have hc : c ≠ 0 := by
      rintro rfl
      simp at h1
    exact (bubble_strictAntiOn d hL).injOn hx hy (mul_left_cancel₀ hc (h1.trans h2.symm))

end

end ContactBinding
```

```lean
#print axioms ContactBinding.binding_by_dimension
```

```
'ContactBinding.binding_by_dimension' depends on axioms: [propext, Classical.choice, Quot.sound]
```

## Which strengths bind

The integral $I_d(\kappa)$ is `bubble d L κ`, and the bound-state condition is `HasBoundState d c L κ`. The theorem `binding_by_dimension` assumes only $L>0$ and makes four claims:

- For $d=1$, every $c>0$ has a bound state with some $\kappa>0$.
- For $d=2$ the same holds, with $\kappa^2=L^2/(e^{2/c}-1)$.
- For $d=3$, a bound state with $\kappa>0$ exists exactly when $cL>1$. At $cL=1$ there is none.
- For given $d$, $c$ and $L$, at most one $\kappa>0$ occurs.

The theorem `threshold` treats every $d\ge3$: the equation $c\,I_d(\kappa)=1$ has a positive solution exactly when $cL^{d-2}>d-2$. By `hasBoundState_iff`, this is again the condition for a bound state with $\kappa>0$.

## The attraction in momentum space

The kinetic energy is $k^2$, and the attraction couples all momenta below $L$ with equal strength. For a potential $-g\,\delta(x)$ cut off in this way, the angular integration gives $c=gS_d/(2\pi)^d$, where $S_d$ is the area of the unit sphere and $S_1=2$. The strength $c$ therefore carries a dimension-dependent factor, and in three dimensions it is a length.

The model describes one particle of mass $m$ in a contact well, or the relative motion of two particles with reduced mass $m$, and within it the result shows how weak binding depends on dimension. It covers rotation-symmetric states at fixed finite $L$; scattering states and the removal of the cutoff are not treated.

The condition $\kappa>0$ matters. At $\kappa=0$, the function with $\varphi(0)=1$ and $\varphi(k)=0$ elsewhere satisfies `HasBoundState` for every $c$, since both sides of the equation vanish. Allowing $\kappa=0$ would thus give a spurious bound state in three dimensions even for $c=0$.

## Reducing the Schrödinger equation to $c\,I_d(\kappa)=1$

Write $A=\int_0^L q^{d-1}\varphi(q)\,dq$. The Schrödinger equation gives
$$\varphi(k)=\frac{cA}{k^2+\kappa^2}.$$
If $A$ were zero, $\varphi$ would vanish on $[0,L]$, so $A\ne0$. Inserting $\varphi$ into its own integral gives $A=cA\,I_d(\kappa)$, and cancelling $A$ leaves $c\,I_d(\kappa)=1$. Conversely, if this equation holds, $\varphi(k)=1/(k^2+\kappa^2)$ is a solution, because both sides equal $1$.

This is `hasBoundState_iff`. There `integral_congr` performs the substitution under the integral and `mul_right_cancel₀` cancels $A$.

For each $k>0$ the integrand of $I_d$ decreases strictly as $\kappa$ grows, and hence so does $I_d$ (`bubble_strictAntiOn`). Two bound states at $x$ and $y$ would give $c\,I_d(x)=c\,I_d(y)=1$. Then $c\ne0$, so $I_d(x)=I_d(y)$ and $x=y$.

## Two dimensions: a logarithm

Since $\tfrac12\log(k^2+\kappa^2)$ has derivative $k/(k^2+\kappa^2)$,
$$I_2(\kappa)=\tfrac12\log\!\left(1+\frac{L^2}{\kappa^2}\right).$$
This is `bubble_two`. For $c>0$, the equation $c\,I_2(\kappa)=1$ becomes $1+L^2/\kappa^2=e^{2/c}$, which `two_dim_iff` solves for $\kappa^2$. The result is positive because $e^{2/c}>1$, and its square root supplies the bound state. In the limit $c\to0^+$ the formula gives $\kappa\approx Le^{-1/c}$, so the binding is exponentially weak.

## One dimension: an arctangent and an intermediate value

Differentiating $\arctan(k/\kappa)/\kappa$ gives $1/(k^2+\kappa^2)$, so $I_1(\kappa)=\arctan(L/\kappa)/\kappa$ (`bubble_one`). Take $\kappa=\min(L,\,c\pi/4)$. Then $L/\kappa\ge1$, the arctangent is at least $\pi/4$, and $c\,I_1(\kappa)\ge c\pi/(4\kappa)\ge1$.

The lemma `exists_solution` turns such an inequality into an equality at some positive $\kappa$. For $d\ge1$, bounding the integrand gives $I_d(K)\le L^d/K^2$. With $M=cL^d$ and $K=1+M$,
$$c\,I_d(K)\le\frac{M}{(1+M)^2}\le1.$$
Setting $\kappa=e^t$ makes $c\,I_d$ continuous in $t$ on the whole real line. It is at least $1$ at one point and at most $1$ at another, so the intermediate value theorem gives a solution.

## Three dimensions and above: a finite threshold

Put $d=n+3$ with $n\ge0$. Integrating
$$\frac{k^{n+2}}{k^2+\kappa^2}=k^n-\kappa^2\frac{k^n}{k^2+\kappa^2}$$
over $[0,L]$ gives `bubble_add_two`:
$$I_{n+3}(\kappa)=T-\kappa^2I_{n+1}(\kappa),\qquad T=\frac{L^{n+1}}{n+1}.$$

Suppose $c\,I_{n+3}(\kappa)=1$. The integral is positive, so $c>0$. The subtracted term is positive too, so $cT>1$, which is $cL^{d-2}>d-2$.

Conversely, let $cT>1$; again $c>0$. Since $k^n\le L^n$ on $[0,L]$,
$$\kappa^2I_{n+1}(\kappa)\le L^n\kappa^2I_1(\kappa)=L^n\kappa\arctan(L/\kappa)\le2L^n\kappa,$$
where the last step uses $\pi/2\le2$. Choosing $\kappa=(cT-1)/(2cL^n)$ makes $c$ times the right-hand side equal to $cT-1$. Hence $c\,I_{n+3}(\kappa)\ge cT-(cT-1)=1$, and `exists_solution` supplies the bound-state value. For $d=3$ we have $n=0$ and $T=L$, so the condition is $cL>1$.
